# For a stationary finite bath with distinct energies, the mean-subtracted correlation averages to the variance of the diagonal coupling

## Does subtracting ⟨B⟩ remove the constant tail?

I describe the tail of a finite bath's correlation function by its long-time average, because a finite sum of phases does not settle to a limit in general. Before a Redfield calculation I replace the bath coupling B by δB = B − m, with m = ⟨B⟩, expecting that average to vanish. For my small discrete bath it doesn't. Have I subtracted the wrong mean?

## What survives is the spread of B_nn over populated levels

The mean is right, but one number can cancel the diagonal entries B_nn only if they agree on all populated levels.

Take H diagonal with energies E_n, ρ diagonal with populations p_n summing to one, B Hermitian and ħ = 1. Then m = ∑_n p_n B_nn, and expanding the trace gives

C(t) = Tr(ρ δB(t) δB) = ∑_(n,k) p_n |δB_nk|² exp(i(E_n − E_k)t).

Subtracting m changes only the diagonal terms, where (B_nn − m)² = B_nn² + m² − 2m B_nn. Weighted by p_n and summed, the correction is m² − 2m² = −m², so

C(t) = ∑_(n,k) p_n |B_nk|² exp(i(E_n − E_k)t) − m².

For ω = 0 a phase averages to 1. For ω ≠ 0,

|(1/T) ∫₀ᵀ exp(iωt) dt| = |exp(iωT) − 1| / (|ω|T) ≤ 2/(|ω|T) → 0.

Only pairs with E_n = E_k survive. If the energies are distinct, these are the pairs n = k, and the average is

∑_n p_n B_nn² − m² = ∑_n p_n (B_nn − m)².

With p_n ≥ 0, this vanishes exactly when B_nn = m on every populated level, which is the same as those entries being equal: a common value is necessarily the mean.

For two levels, B_00 − m = p_1(B_00 − B_11) and B_11 − m = −p_0(B_00 − B_11). The average is therefore p_0 p_1 (p_0 + p_1)(B_00 − B_11)² = p_0 p_1 (B_00 − B_11)².

As an example, let E = (0, 1), p = (3/4, 1/4), B_00 = 1, B_11 = −1 and B_01 = B_10 = 1/2. Then m = 1/2 and

C(t) = 3/4 + (3/16) exp(−it) + (1/16) exp(it).

The constant is (3/4)(1/4)·2² = 3/4.

In a second-order Redfield calculation with coupling S ⊗ B, the term mS goes into the system Hamiltonian and C(t) enters the memory integral. For this two-level bath, the zero-frequency integral up to time τ contains 3τ/4, which grows with the cutoff instead of converging to a rate.

In the Lean file, `ι` is the finite set of levels, `heisenberg` evolves an operator by phase conjugation and gives δB(t) when applied to `fluctuation`, and `bathCorrelation` is the trace. `HasTimeAverage f L` says that the mean of f over [0, T] tends to L. Distinct energies are `Function.Injective E`, and `(B n n).re` is the diagonal entry, real by Hermiticity. Nonnegative populations are assumed only in `timeAverage_zero_iff`. The state has no coherences in the energy basis, so it is stationary, but it need not be thermal. A zero average does not mean that C(t) decays: oscillations can persist. Continuous baths lie beyond this model.

```lean
import Mathlib

open Filter Topology

namespace BathCorrelationTail

noncomputable section

variable {ι : Type*} [Fintype ι] [DecidableEq ι]

/-- The Heisenberg-picture operator `exp(iHt) A exp(-iHt)` for a bath Hamiltonian `H` that is
diagonal with energies `E n` (units with `ħ = 1`). -/
def heisenberg (E : ι → ℝ) (A : Matrix ι ι ℂ) (t : ℝ) : Matrix ι ι ℂ :=
  Matrix.diagonal (fun n => Complex.exp (Complex.I * E n * t)) * A *
    Matrix.diagonal (fun n => Complex.exp (-(Complex.I * E n * t)))

/-- The mean `m = ∑ p_n B_nn` of a Hermitian coupling `B` in the state with populations `p`. -/
def bathMean (p : ι → ℝ) (B : Matrix ι ι ℂ) : ℝ := ∑ n, p n * (B n n).re

/-- The mean-subtracted coupling `δB = B - m`. -/
def fluctuation (p : ι → ℝ) (B : Matrix ι ι ℂ) : Matrix ι ι ℂ :=
  B - (bathMean p B : ℂ) • (1 : Matrix ι ι ℂ)

/-- The bath correlation function `Tr(ρ δB(t) δB)`, with `ρ` diagonal with populations `p`. -/
def bathCorrelation (E p : ι → ℝ) (B : Matrix ι ι ℂ) (t : ℝ) : ℂ :=
  Matrix.trace (Matrix.diagonal (fun n => (p n : ℂ)) *
    heisenberg E (fluctuation p B) t * fluctuation p B)

/-- The continuous signal `f` has long-time average `L`: the mean of `f` over `[0, T]` tends
to `L` as `T` grows. -/
def HasTimeAverage (f : ℝ → ℂ) (L : ℂ) : Prop :=
  Tendsto (fun T : ℝ => (T : ℂ)⁻¹ * ∫ t in (0 : ℝ)..T, f t) atTop (𝓝 L)

/-- For Hermitian `B` and populations summing to one, the correlation function is the sum of
`p_n |B_nk|² exp(i(E_n - E_k)t)` over all pairs of levels, minus `m²`. -/
theorem bathCorrelation_eq (E : ι → ℝ) {p : ι → ℝ} {B : Matrix ι ι ℂ}
    (hB : B.IsHermitian) (hp : ∑ n, p n = 1) (t : ℝ) :
    bathCorrelation E p B t =
      (∑ n, ∑ k, ((p n : ℂ) * (‖B n k‖ : ℂ) ^ 2) *
        Complex.exp (Complex.I * ((E n - E k : ℝ) : ℂ) * t)) - (bathMean p B : ℂ) ^ 2 := by
  have hF : ∀ i j, fluctuation p B i j = B i j - if i = j then (bathMean p B : ℂ) else 0 := by
    intro i j
    by_cases h : i = j <;> simp [fluctuation, h]
  -- write the trace as a double sum over levels
  have hT : bathCorrelation E p B t = ∑ n, ∑ k, (p n : ℂ) *
      (Complex.exp (Complex.I * E n * t) * fluctuation p B n k *
        Complex.exp (-(Complex.I * E k * t))) * fluctuation p B k n := by
    unfold bathCorrelation heisenberg Matrix.trace
    refine Finset.sum_congr rfl fun n _ => ?_
    rw [Matrix.diag_apply, Matrix.mul_apply]
    refine Finset.sum_congr rfl fun k _ => ?_
    rw [Matrix.diagonal_mul, Matrix.mul_diagonal, Matrix.diagonal_mul]
  -- subtracting the mean changes only the diagonal terms
  have key : ∀ n k, (p n : ℂ) * (Complex.exp (Complex.I * E n * t) * fluctuation p B n k *
        Complex.exp (-(Complex.I * E k * t))) * fluctuation p B k n =
      ((p n : ℂ) * (‖B n k‖ : ℂ) ^ 2) *
        Complex.exp (Complex.I * ((E n - E k : ℝ) : ℂ) * t) +
      if n = k then (p n : ℂ) * ((bathMean p B : ℂ) ^ 2 - 2 * bathMean p B * (B n n).re)
        else 0 := by
    intro n k
    have hexp : Complex.exp (Complex.I * ((E n - E k : ℝ) : ℂ) * t) =
        Complex.exp (Complex.I * E n * t) * Complex.exp (-(Complex.I * E k * t)) := by
      rw [← Complex.exp_add]
      congr 1
      push_cast
      ring
    have hBB : B n k * B k n = (‖B n k‖ : ℂ) ^ 2 := by
      rw [← hB.apply k n, Complex.star_def, Complex.mul_conj, Complex.normSq_eq_norm_sq,
        Complex.ofReal_pow]
    rw [hexp, hF, hF]
    by_cases h : n = k
    · subst h
      have hd : ((B n n).re : ℂ) = B n n := Complex.conj_eq_iff_re.mp (hB.apply n n)
      have he : Complex.exp (Complex.I * E n * t) *
          Complex.exp (-(Complex.I * E n * t)) = 1 := by
        rw [← Complex.exp_add, add_neg_cancel, Complex.exp_zero]
      rw [if_pos rfl, if_pos rfl]
      linear_combination (p n : ℂ) * Complex.exp (Complex.I * E n * t) *
        Complex.exp (-(Complex.I * E n * t)) * hBB +
        (p n : ℂ) * ((bathMean p B : ℂ) ^ 2 - 2 * bathMean p B * B n n) * he +
        2 * (p n : ℂ) * bathMean p B * hd
    · rw [if_neg h, if_neg (Ne.symm h), if_neg h]
      linear_combination (p n : ℂ) * Complex.exp (Complex.I * E n * t) *
        Complex.exp (-(Complex.I * E k * t)) * hBB
  have hp' : ∑ n, (p n : ℂ) = 1 := by exact_mod_cast hp
  have hm : ∑ n, (p n : ℂ) * ((B n n).re : ℂ) = bathMean p B := by
    simp [bathMean]
  have hs : ∑ n, (p n : ℂ) * ((bathMean p B : ℂ) ^ 2 - 2 * bathMean p B * (B n n).re) =
      (bathMean p B : ℂ) ^ 2 * ∑ n, (p n : ℂ) -
        2 * bathMean p B * ∑ n, (p n : ℂ) * ((B n n).re : ℂ) := by
    rw [Finset.mul_sum, Finset.mul_sum, ← Finset.sum_sub_distrib]
    exact Finset.sum_congr rfl fun n _ => by ring
  rw [hT]
  simp only [key, Finset.sum_add_distrib, Finset.sum_ite_eq, Finset.mem_univ, if_true]
  rw [hs, hp', hm]
  ring

/-- A phase `exp(iωt)` has long-time average one if `ω = 0` and zero otherwise. -/
theorem timeAverage_phase (ω : ℝ) :
    HasTimeAverage (fun t => Complex.exp (Complex.I * (ω : ℂ) * t))
      (if ω = 0 then 1 else 0) := by
  unfold HasTimeAverage
  by_cases hω : ω = 0
  · rw [if_pos hω]
    refine tendsto_const_nhds.congr' ?_
    filter_upwards [eventually_gt_atTop (0 : ℝ)] with T hT
    have hne : (T : ℂ) ≠ 0 := Complex.ofReal_ne_zero.mpr hT.ne'
    have hi : ∫ t in (0 : ℝ)..T, Complex.exp (Complex.I * (ω : ℂ) * t) = (T : ℂ) := by
      simp [hω]
    rw [hi, inv_mul_cancel₀ hne]
  · rw [if_neg hω]
    have hc : Complex.I * (ω : ℂ) ≠ 0 :=
      mul_ne_zero Complex.I_ne_zero (Complex.ofReal_ne_zero.mpr hω)
    have h1 : ∀ s : ℝ, ‖Complex.exp (Complex.I * (ω : ℂ) * s)‖ = 1 := by
      intro s
      rw [show Complex.I * (ω : ℂ) * s = ((ω * s : ℝ) : ℂ) * Complex.I by push_cast; ring]
      exact Complex.norm_exp_ofReal_mul_I _
    have hlim : Tendsto (fun T : ℝ => T⁻¹ * (2 / |ω|)) atTop (𝓝 0) := by
      simpa using (tendsto_inv_atTop_zero (𝕜 := ℝ)).mul_const (2 / |ω|)
    -- the integral stays bounded by 2/|ω|
    refine squeeze_zero_norm' ?_ hlim
    filter_upwards [eventually_gt_atTop (0 : ℝ)] with T hT
    have hn : ‖Complex.I * (ω : ℂ)‖ = |ω| := by simp
    have h2 := norm_sub_le (Complex.exp (Complex.I * (ω : ℂ) * T))
      (Complex.exp (Complex.I * (ω : ℂ) * (0 : ℝ)))
    rw [h1, h1] at h2
    rw [integral_exp_mul_complex hc, norm_mul, norm_inv, Complex.norm_real,
      Real.norm_of_nonneg hT.le, norm_div, hn]
    refine mul_le_mul_of_nonneg_left ?_ (inv_nonneg.mpr hT.le)
    exact div_le_div_of_nonneg_right (by linarith) (abs_nonneg ω)

/-- For any bath spectrum, degenerate or not, Hermitian `B` and populations summing to one, the
long-time average of the correlation function is the sum of `p_n |B_nk|²` over pairs of equal
energy, minus `m²`. -/
theorem timeAverage_general (E : ι → ℝ) {p : ι → ℝ} {B : Matrix ι ι ℂ}
    (hB : B.IsHermitian) (hp : ∑ n, p n = 1) :
    HasTimeAverage (bathCorrelation E p B)
      (((∑ n, ∑ k, if E n = E k then p n * ‖B n k‖ ^ 2 else 0) - bathMean p B ^ 2 : ℝ) : ℂ) := by
  have e : (((∑ n, ∑ k, if E n = E k then p n * ‖B n k‖ ^ 2 else 0)
      - bathMean p B ^ 2 : ℝ) : ℂ) =
      (∑ n, ∑ k, ((p n : ℂ) * (‖B n k‖ : ℂ) ^ 2) * (if E n - E k = 0 then 1 else 0))
        - (bathMean p B : ℂ) ^ 2 := by
    rw [Complex.ofReal_sub, Complex.ofReal_sum, Complex.ofReal_pow]
    congr 1
    refine Finset.sum_congr rfl fun n _ => ?_
    rw [Complex.ofReal_sum]
    refine Finset.sum_congr rfl fun k _ => ?_
    by_cases h : E n = E k
    · simp [h]
    · simp [h, sub_eq_zero]
  -- integrate the finite sum term by term
  have hint : ∀ T : ℝ, ∫ t in (0 : ℝ)..T, bathCorrelation E p B t =
      (∑ n, ∑ k, ((p n : ℂ) * (‖B n k‖ : ℂ) ^ 2) *
        ∫ t in (0 : ℝ)..T, Complex.exp (Complex.I * ((E n - E k : ℝ) : ℂ) * t))
        - (T : ℂ) * (bathMean p B : ℂ) ^ 2 := by
    intro T
    simp only [bathCorrelation_eq E hB hp]
    rw [intervalIntegral.integral_sub, intervalIntegral.integral_finsetSum,
      intervalIntegral.integral_const, sub_zero, Complex.real_smul]
    · congr 1
      refine Finset.sum_congr rfl fun n _ => ?_
      rw [intervalIntegral.integral_finsetSum]
      · exact Finset.sum_congr rfl fun k _ => intervalIntegral.integral_const_mul _ _
      · intro k _
        exact Continuous.intervalIntegrable (by fun_prop) _ _
    all_goals
      intros
      exact Continuous.intervalIntegrable (by fun_prop) _ _
  rw [e]
  unfold HasTimeAverage
  refine Tendsto.congr' ?_ (Tendsto.sub (tendsto_finsetSum _ fun n _ =>
    tendsto_finsetSum _ fun k _ => Tendsto.const_mul ((p n : ℂ) * (‖B n k‖ : ℂ) ^ 2)
      (timeAverage_phase (E n - E k))) tendsto_const_nhds)
  filter_upwards [eventually_gt_atTop (0 : ℝ)] with T hT
  have hne : (T : ℂ) ≠ 0 := Complex.ofReal_ne_zero.mpr hT.ne'
  rw [hint, mul_sub, Finset.mul_sum, inv_mul_cancel_left₀ hne]
  congr 1
  refine Finset.sum_congr rfl fun n _ => ?_
  rw [Finset.mul_sum]
  exact Finset.sum_congr rfl fun k _ => by ring

/-- For distinct bath energies, Hermitian `B` and populations summing to one, the correlation
function of the mean-subtracted coupling has long-time average `∑ p_n (B_nn - m)²`. -/
theorem timeAverage_bathCorrelation {E p : ι → ℝ} {B : Matrix ι ι ℂ}
    (hE : Function.Injective E) (hB : B.IsHermitian) (hp : ∑ n, p n = 1) :
    HasTimeAverage (bathCorrelation E p B)
      ((∑ n, p n * ((B n n).re - bathMean p B) ^ 2 : ℝ) : ℂ) := by
  -- only the diagonal pairs have equal energies
  have hdiag : (∑ n, ∑ k, if E n = E k then p n * ‖B n k‖ ^ 2 else 0) =
      ∑ n, p n * (B n n).re ^ 2 := by
    refine Finset.sum_congr rfl fun n _ => ?_
    have him : (B n n).im = 0 := Complex.conj_eq_iff_im.mp (hB.apply n n)
    rw [Finset.sum_eq_single n (fun k _ hk => if_neg fun h => hk (hE h).symm)
      (fun h => absurd (Finset.mem_univ n) h), if_pos rfl, Complex.sq_norm,
      Complex.normSq_apply, him]
    ring
  have hm : ∑ n, p n * (B n n).re = bathMean p B := rfl
  have hvar : ∑ n, p n * ((B n n).re - bathMean p B) ^ 2 = ∑ n, p n * (B n n).re ^ 2 -
      2 * bathMean p B * ∑ n, p n * (B n n).re + bathMean p B ^ 2 * ∑ n, p n := by
    rw [Finset.mul_sum, Finset.mul_sum, ← Finset.sum_sub_distrib, ← Finset.sum_add_distrib]
    exact Finset.sum_congr rfl fun n _ => by ring
  have h := timeAverage_general E hB hp
  rw [hdiag] at h
  convert h using 2
  rw [hvar, hm, hp]
  ring

/-- For distinct energies, Hermitian `B` and a normalised probability distribution `p`, the
long-time average vanishes if and only if all populated levels have the same `B_nn`. -/
theorem timeAverage_zero_iff {E p : ι → ℝ} {B : Matrix ι ι ℂ}
    (hE : Function.Injective E) (hB : B.IsHermitian) (hp0 : ∀ n, 0 ≤ p n)
    (hp : ∑ n, p n = 1) :
    HasTimeAverage (bathCorrelation E p B) 0 ↔
      ∀ n k, 0 < p n → 0 < p k → B n n = B k k := by
  have hmain := timeAverage_bathCorrelation hE hB hp
  constructor
  · intro h0
    have hz : ∑ n, p n * ((B n n).re - bathMean p B) ^ 2 = 0 :=
      Complex.ofReal_eq_zero.mp (tendsto_nhds_unique hmain h0)
    -- a vanishing sum of nonnegative terms vanishes term by term
    have hterm := (Finset.sum_eq_zero_iff_of_nonneg
      (fun n _ => mul_nonneg (hp0 n) (sq_nonneg _))).mp hz
    have hpop : ∀ n, 0 < p n → B n n = (bathMean p B : ℂ) := by
      intro n hn
      have h2 := (mul_eq_zero.mp (hterm n (Finset.mem_univ n))).resolve_left hn.ne'
      have h3 : (B n n).re = bathMean p B := sub_eq_zero.mp (pow_eq_zero_iff two_ne_zero |>.mp h2)
      have hd : ((B n n).re : ℂ) = B n n := Complex.conj_eq_iff_re.mp (hB.apply n n)
      exact hd.symm.trans (congrArg Complex.ofReal h3)
    intro n k hn hk
    rw [hpop n hn, hpop k hk]
  · intro h
    have hz : ∑ n, p n * ((B n n).re - bathMean p B) ^ 2 = 0 := by
      refine Finset.sum_eq_zero fun n _ => ?_
      rcases (hp0 n).eq_or_lt with hn | hn
      · rw [← hn, zero_mul]
      · -- the common populated value is the mean
        have hm : bathMean p B = (B n n).re := by
          calc bathMean p B = ∑ k, p k * (B n n).re := by
                refine Finset.sum_congr rfl fun k _ => ?_
                rcases (hp0 k).eq_or_lt with hk | hk
                · rw [← hk, zero_mul, zero_mul]
                · rw [h n k hn hk]
            _ = (B n n).re := by rw [← Finset.sum_mul, hp, one_mul]
        rw [hm, sub_self]
        ring
    rw [hz, Complex.ofReal_zero] at hmain
    exact hmain

/-- For a two-level bath with distinct energies, Hermitian `B` and populations summing to one,
the long-time average is `p_0 p_1 (B_00 - B_11)²`. -/
theorem timeAverage_twoLevel {E p : Fin 2 → ℝ} {B : Matrix (Fin 2) (Fin 2) ℂ}
    (hE : Function.Injective E) (hB : B.IsHermitian) (hp : ∑ n, p n = 1) :
    HasTimeAverage (bathCorrelation E p B)
      ((p 0 * p 1 * ((B 0 0).re - (B 1 1).re) ^ 2 : ℝ) : ℂ) := by
  have h := timeAverage_bathCorrelation hE hB hp
  have h1 : p 1 = 1 - p 0 := by
    rw [Fin.sum_univ_two] at hp
    linarith
  convert h using 2
  simp only [bathMean, Fin.sum_univ_two]
  rw [h1]
  ring

end

end BathCorrelationTail
```

```lean
#print axioms BathCorrelationTail.timeAverage_bathCorrelation
#print axioms BathCorrelationTail.timeAverage_zero_iff
#print axioms BathCorrelationTail.timeAverage_twoLevel
```

```
'BathCorrelationTail.timeAverage_bathCorrelation' depends on axioms: [propext, Classical.choice, Quot.sound]
'BathCorrelationTail.timeAverage_zero_iff' depends on axioms: [propext, Classical.choice, Quot.sound]
'BathCorrelationTail.timeAverage_twoLevel' depends on axioms: [propext, Classical.choice, Quot.sound]
```

`bathCorrelation_eq` is the trace expansion. Its step `hT` writes the double sum, `key` separates the diagonal correction, with `linear_combination` supplying Hermiticity and the cancellation of phases, and `hs` factors the summed correction, which `hp'` and `hm` then reduce to −m².

`timeAverage_phase` treats ω = 0 directly and otherwise applies `squeeze_zero_norm'` to the bound 2/(|ω|T). `timeAverage_general` integrates term by term in `hint` and adds the limits. It holds for any spectrum, so a degenerate pair n ≠ k contributes p_n |B_nk|² as well.

In `timeAverage_bathCorrelation`, injectivity reduces the sum to its diagonal (`hdiag`), and `hvar` is the variance identity. For `timeAverage_zero_iff`, uniqueness of limits turns a zero average into a zero variance, and a vanishing sum of nonnegative terms vanishes term by term. The converse shows that the common populated value is the mean. `timeAverage_twoLevel` substitutes p_1 = 1 − p_0 and finishes with `ring`.
